# In a convergent iteration whose energy drops shrink by at most 1% per step, the remaining error is at least 99 times the last drop

**A:** Let the energies $E_0, E_1, \dots$ of an iteration converge to $L$, and let $d_m = E_m - E_{m+1}$ be the drop from step $m$ to the next. If $d_{m+1} \ge q\,d_m$ for all $m \ge n$, with $q < 1$, then

$$E_{n+1} - L \;\ge\; \frac{q}{1-q}\, d_n .$$

At $q = 99/100$ the right-hand side is $99\,d_n$. For a self-consistent-field (SCF) calculation whose drops obey this assumed condition, a small last energy change can therefore go with a much larger remaining error.

**Q:** Before I look at any formal version, show me the derivation. I would sum a geometric series.

**A:** That works for $0 \le q < 1$: the remaining error is $d_{n+1} + d_{n+2} + \cdots$, and $d_{n+k} \ge q^k d_n$. There is also a route without the series, and the formal proof takes it. Define the mixed energy

$$M_m = E_{m+1} - q E_m .$$

Since both energies tend to $L$, $M_m$ tends to $(1-q)L$. Its change from one step to the next is

$$M_m - M_{m+1} = (E_{m+1} - E_{m+2}) - q\,(E_m - E_{m+1}) = d_{m+1} - q\,d_m \ge 0$$

for $m \ge n$. So from step $n$ on $M_m$ never increases, and a sequence that never increases stays at or above its limit: $E_{n+1} - qE_n \ge (1-q)L$. Now insert $E_n = E_{n+1} + d_n$:

$$(1-q)E_{n+1} - q\,d_n \ge (1-q)L .$$

Dividing by $1-q > 0$ gives the bound.

**Q:** You never used that the drops are positive.

**A:** No, nor that $q$ is positive. In the case of interest both are, and then the bound says that a definite amount of energy is still to be gained. If $d_n$ is negative and $q$ positive, the inequality still holds, but its lower bound is negative and says little.

**Q:** Then what does the formal version take an SCF calculation to be?

**A:** A function `E : ℕ → ℝ`, one real energy per iteration, counted from zero. The drop and the mixed energy are definitions on top of it.

In Lean 4 with Mathlib:

```lean
import Mathlib

open Filter Topology

namespace MisleadingEnergyThreshold

/-- The energy drop `E n - E (n + 1)` between two successive iterations. -/
def energyDrop (E : ℕ → ℝ) (n : ℕ) : ℝ := E n - E (n + 1)

/-- The combination `E (n + 1) - q * E n` of two successive energies. -/
def mixedEnergy (q : ℝ) (E : ℕ → ℝ) (n : ℕ) : ℝ := E (n + 1) - q * E n
```

**Q:** There is no Fock matrix, no density and no basis set in that.

**A:** Right, and so the result applies to any scalar energy sequence that meets the hypotheses, from Hartree-Fock or elsewhere. Two things are assumed and not derived. `Tendsto E atTop (𝓝 L)` says that the energies converge to `L`; whether a given SCF procedure converges is a separate question. The other assumption is the ratio condition, which expresses slow convergence: $q$ is a floor on the fraction of each drop that survives into the next.

**Q:** Is `L` the Hartree-Fock ground-state energy?

**A:** It is whatever this iteration converges to. If the iteration settles on a higher stationary solution, `L` is the energy of that solution, and the error in these theorems is measured from there, not from the ground state. The energies are also real numbers without rounding.

**Q:** Where would a slow ratio come from physically?

**A:** Suppose that near the solution one slow mode dominates, and each iteration multiplies the orbital error by $\lambda = 0.995$. The Hartree-Fock energy of the current orbitals is stationary at the solution, so its error is of second order in the orbital error. If that second-order term is positive for the slow mode, the drops are eventually positive with a ratio approaching $\lambda^2 = 0.990025$, and the condition with $q = 0.99$ holds from some step on. This is a physical argument for the hypothesis; the theorems simply take the hypothesis as given.

**Q:** Fine. Take me through the proof, starting with the limit of the mixed energy.

**A:** The shifted sequence $E_{m+1}$ has the same limit as $E_m$, which is `h1`. Subtracting $q$ times the original sequence gives the limit $L - qL$.

```lean
/-- If the energies converge to `L`, the mixed energy converges to `(1 - q) * L`. -/
theorem mixedEnergy_tendsto (q : ℝ) {E : ℕ → ℝ} {L : ℝ} (hE : Tendsto E atTop (𝓝 L)) :
    Tendsto (mixedEnergy q E) atTop (𝓝 ((1 - q) * L)) := by
  have h1 : Tendsto (fun n => E (n + 1)) atTop (𝓝 L) := (tendsto_add_atTop_iff_nat 1).2 hE
  have e : (1 - q) * L = L - q * L := by ring
  rw [e]
  exact h1.sub (hE.const_mul q)
```

The next lemma is the monotonicity argument. The ratio condition is available only from step `n` on, so for a given `m` with `n ≤ m` the proof looks at the sequence $k \mapsto M_{m+k}$. The step `anti` shows that it never increases: after the definitions are unfolded, `linarith` finds the identity $M_m - M_{m+1} = d_{m+1} - q\,d_m$ that we used above. Then `anti.le_of_tendsto`, evaluated at $k = 0$, places $M_m$ at or above the limit.

```lean
/-- If the energies converge to `L` and from step `n` on each drop is at least `q` times the
previous one, the mixed energy stays at or above its limit from step `n` on. -/
theorem limit_le_mixedEnergy {q : ℝ} {E : ℕ → ℝ} {L : ℝ} {n : ℕ}
    (hE : Tendsto E atTop (𝓝 L))
    (h : ∀ m ≥ n, q * energyDrop E m ≤ energyDrop E (m + 1)) {m : ℕ} (hm : n ≤ m) :
    (1 - q) * L ≤ mixedEnergy q E m := by
  -- the condition on the drops says that the mixed energy never increases
  have anti : Antitone (fun k => mixedEnergy q E (m + k)) := by
    refine antitone_nat_of_succ_le (fun k => ?_)
    have hk := h (m + k) (by omega)
    simp only [energyDrop] at hk
    simp only [mixedEnergy, ← add_assoc]
    linarith
  have ht : Tendsto (fun k => m + k) atTop atTop :=
    tendsto_atTop_mono (fun k => Nat.le_add_left k m) tendsto_id
  exact anti.le_of_tendsto ((mixedEnergy_tendsto q hE).comp ht) 0
```

**Q:** And the main bound is that inequality at $m = n$?

**A:** Yes, with the substitution for $E_n$ and the division by $1-q$. The hypothesis `hq : q < 1` makes the divisor positive.

```lean
/-- If the energies converge to `L` and from step `n` on each drop is at least `q < 1` times the
previous one, the error `E (n + 1) - L` is at least `q / (1 - q)` times the drop from `E n` to
`E (n + 1)`. -/
theorem error_ge_of_slow_drops {q : ℝ} {E : ℕ → ℝ} {L : ℝ} {n : ℕ} (hq : q < 1)
    (hE : Tendsto E atTop (𝓝 L))
    (h : ∀ m ≥ n, q * energyDrop E m ≤ energyDrop E (m + 1)) :
    q * energyDrop E n / (1 - q) ≤ E (n + 1) - L := by
  have key := limit_le_mixedEnergy hE h le_rfl
  simp only [mixedEnergy] at key
  rw [div_le_iff₀ (by linarith)]
  simp only [energyDrop]
  linarith
```

In words: if the energies converge to `L`, and every drop after step `n` is at least `q` times its predecessor, then `E (n + 1) - L` is at least `q * energyDrop E n / (1 - q)`. The index matters. The last drop connects $E_n$ with $E_{n+1}$, and the error is that of $E_{n+1}$, the newer of the two energies. If the ratio condition holds from the start, the theorem can be used at every step.

The 99 in the title comes from inserting $q = 99/100$, since $0.99/0.01 = 99$.

```lean
/-- If the energies converge to `L` and from step `n` on each drop is at least 99 percent of the
previous one, the error `E (n + 1) - L` is at least 99 times the drop from `E n` to `E (n + 1)`. -/
theorem error_ge_ninetyNine_drops {E : ℕ → ℝ} {L : ℝ} {n : ℕ}
    (hE : Tendsto E atTop (𝓝 L))
    (h : ∀ m ≥ n, (99 / 100 : ℝ) * energyDrop E m ≤ energyDrop E (m + 1)) :
    99 * energyDrop E n ≤ E (n + 1) - L := by
  have key := error_ge_of_slow_drops (by norm_num) hE h
  have e : (99 / 100 : ℝ) * energyDrop E n / (1 - 99 / 100) = 99 * energyDrop E n := by ring
  rwa [e] at key
```

**Q:** Show me where this sits in a calculation I would actually run.

**A:** In a basic SCF loop, each cycle builds a Fock matrix from the current density, diagonalises it, forms a new density, and prints the total energy with its change $\Delta E$ from the previous cycle. Production programs usually add convergence acceleration; the bound applies there too if the energies meet the hypotheses. With our sign, the drop is $-\Delta E$. Suppose the loop ends once $|\Delta E|$ is below $10^{-6}$ hartree, and the last line shows $\Delta E = -8 \times 10^{-7}$ hartree. If the drops obey the ratio condition with $q = 0.99$ from there on, had the loop continued, the reported energy lies at least $7.92 \times 10^{-5}$ hartree above the limit. That is about 79 times the threshold. Many programs also test the change in the density or the orbital gradient, and this bound concerns the energy criterion alone.

**Q:** So how small must the last drop be if I want an error of at most $\varepsilon$?

**A:** For $0 < q < 1$ and slow drops, it must satisfy $d_n \le (1-q)\varepsilon/q$. At $q = 0.99$ that is $\varepsilon/99$. The proof chains the main bound with the assumed error bound and solves for the drop.

```lean
/-- If the energies converge to `L` and from step `n` on each drop is at least `q` times the
previous one, `0 < q < 1`, then an error `E (n + 1) - L` of at most `ε` requires a drop from `E n`
to `E (n + 1)` of at most `(1 - q) / q * ε`. -/
theorem drop_le_of_error_le {q ε : ℝ} {E : ℕ → ℝ} {L : ℝ} {n : ℕ} (hq0 : 0 < q) (hq : q < 1)
    (hE : Tendsto E atTop (𝓝 L))
    (h : ∀ m ≥ n, q * energyDrop E m ≤ energyDrop E (m + 1)) (hε : E (n + 1) - L ≤ ε) :
    energyDrop E n ≤ (1 - q) / q * ε := by
  have key := (error_ge_of_slow_drops hq hE h).trans hε
  rw [div_le_iff₀ (by linarith)] at key
  have e : (1 - q) / q * ε = ε * (1 - q) / q := by ring
  rw [e, le_div_iff₀ hq0]
  linarith
```

**Q:** That is necessary. Is it sufficient?

**A:** Not under the slow-drop condition, which limits the error only from below. One sufficient criterion comes from the opposite inequality, $d_{m+1} \le q\,d_m$ for all $m \ge n$, again with $q < 1$. Then

$$E_{n+1} - L \le \frac{q}{1-q}\,d_n ,$$

so with $0 < q < 1$, stopping at $d_n \le (1-q)\varepsilon/q$ keeps $E_{n+1} - L$ at or below $\varepsilon$. This is a signed statement; when the later drops are nonnegative, the energies approach `L` from above and it bounds the size of the error too.

The proof reverses the sign of all energies. The drops of $-E_m$ are $-d_m$, which turns the fast-drop condition into the slow-drop condition, and the main bound for $-E_m$ with limit $-L$ is the upper bound for $E_m$.

```lean
/-- If the energies converge to `L` and from step `n` on each drop is at most `q < 1` times the
previous one, the error `E (n + 1) - L` is at most `q / (1 - q)` times the drop from `E n` to
`E (n + 1)`. -/
theorem error_le_of_fast_drops {q : ℝ} {E : ℕ → ℝ} {L : ℝ} {n : ℕ} (hq : q < 1)
    (hE : Tendsto E atTop (𝓝 L))
    (h : ∀ m ≥ n, energyDrop E (m + 1) ≤ q * energyDrop E m) :
    E (n + 1) - L ≤ q * energyDrop E n / (1 - q) := by
  -- apply the lower bound to the energies with reversed sign
  have key := error_ge_of_slow_drops (E := fun k => -E k) (L := -L) (n := n) hq hE.neg
    (fun m hm => by
      have hm' := h m hm
      simp only [energyDrop] at hm' ⊢
      linarith)
  have e : q * energyDrop (fun k => -E k) n / (1 - q) = -(q * energyDrop E n / (1 - q)) := by
    simp only [energyDrop]
    ring
  rw [e] at key
  linarith
```

**Q:** In both cases I have to know something about all later drops. I can't read that off a finite output.

**A:** No. A finite list of energies can suggest a ratio, but the hypothesis concerns the whole continuation, and that needs an argument about the iteration itself.

**Q:** Could the factor $q/(1-q)$ be improved?

**A:** Not for $0 < q < 1$, because equality then occurs with positive drops, as an example below shows. For any $q < 1$ allowed by the theorem, equality holds exactly when all drops from step $n$ on are geometric, $d_{m+1} = q\,d_m$. One direction follows from the lower and upper bounds together, which `le_antisymm` combines. For the other, equality in the bound means $M_n = (1-q)L$, so the mixed energy already starts at its limit. It can neither rise nor fall below that limit, so it stays there, which the proof shows by induction on `m`. A constant mixed energy means $d_{m+1} - q\,d_m = 0$ at every step.

```lean
/-- For energies converging to `L` whose drops from step `n` on are at least `q < 1` times the
previous ones, the error `E (n + 1) - L` equals `q / (1 - q)` times the drop from `E n` to
`E (n + 1)` exactly when every later drop equals `q` times the one before it. -/
theorem error_eq_iff_geometric {q : ℝ} {E : ℕ → ℝ} {L : ℝ} {n : ℕ} (hq : q < 1)
    (hE : Tendsto E atTop (𝓝 L))
    (h : ∀ m ≥ n, q * energyDrop E m ≤ energyDrop E (m + 1)) :
    E (n + 1) - L = q * energyDrop E n / (1 - q) ↔
      ∀ m ≥ n, energyDrop E (m + 1) = q * energyDrop E m := by
  constructor
  · intro heq
    rw [eq_div_iff (sub_ne_zero.2 hq.ne')] at heq
    -- the mixed energy starts at its limit and therefore stays there
    have key : ∀ m ≥ n, mixedEnergy q E m = (1 - q) * L := by
      intro m hm
      induction m, hm using Nat.le_induction with
      | base =>
        simp only [energyDrop] at heq
        simp only [mixedEnergy]
        linarith
      | succ m hm ih =>
        have lower := limit_le_mixedEnergy hE h (Nat.le_succ_of_le hm)
        have step := h m hm
        simp only [mixedEnergy, energyDrop, Nat.succ_eq_add_one] at ih lower step ⊢
        linarith
    intro m hm
    have h1 := key m hm
    have h2 := key (m + 1) (Nat.le_succ_of_le hm)
    simp only [mixedEnergy] at h1 h2
    simp only [energyDrop]
    linarith
  · intro hgeo
    exact le_antisymm (error_le_of_fast_drops hq hE (fun m hm => (hgeo m hm).le))
      (error_ge_of_slow_drops hq hE h)
```

**Q:** Give me a sequence that does this, with numbers.

**A:** Take $E_m = L + A q^m$ with $A > 0$ and $0 < q < 1$. Its drops are $d_m = A q^m (1-q)$, which are positive and have ratio exactly $q$.

```lean
/-- For `A > 0` and `0 < q < 1` the energies `L + A * q ^ n` converge to `L` with positive drops,
each equal to `q` times the previous one. -/
theorem geometric_witness {q A : ℝ} (L : ℝ) (hA : 0 < A) (hq0 : 0 < q) (hq : q < 1) :
    Tendsto (fun n : ℕ => L + A * q ^ n) atTop (𝓝 L) ∧
      ∀ n, 0 < energyDrop (fun n : ℕ => L + A * q ^ n) n ∧
        energyDrop (fun n : ℕ => L + A * q ^ n) (n + 1) =
          q * energyDrop (fun n : ℕ => L + A * q ^ n) n := by
  refine ⟨?_, fun n => ⟨?_, ?_⟩⟩
  · have ht := ((tendsto_pow_atTop_nhds_zero_of_lt_one hq0.le hq).const_mul A).const_add L
    rwa [mul_zero, add_zero] at ht
  · have e : energyDrop (fun n : ℕ => L + A * q ^ n) n = A * q ^ n * (1 - q) := by
      simp only [energyDrop]
      ring
    rw [e]
    exact mul_pos (mul_pos hA (pow_pos hq0 n)) (by linarith)
  · simp only [energyDrop]
    ring
```

With $L = -75$, $A = 0.01$ and $q = 0.99$, in hartree:

- $E_0 = -74.99$, $E_1 = -74.9901$, $E_2 = -74.990199$.
- $d_0 = 0.0001$ and $d_1 = 0.000099 = 0.99\,d_0$.
- The error of $E_1$ is $0.0099 = 99\,d_0$.

**Q:** My reaction would be to tighten the threshold until this stops mattering.

**A:** If you know a $q$ with $0 < q < 1$ for which the fast-drop condition $d_{m+1} \le q\,d_m$ holds, that helps, as the upper bound on the error shows. But if all you know is that the energies decrease strictly and converge, no energy threshold suffices by itself. Given any threshold $\tau > 0$ and any error size $\Delta > 0$, there is such a sequence with $d_0 < \tau$ and $E_1 - L > \Delta$.

The construction uses the geometric sequence with $A = \Delta + \tau$ and $q = (\Delta + \tau/2)/(\Delta + \tau)$, which lies between 0 and 1. The first drop is then $A(1-q) = \tau/2$, and the remaining error is $Aq = \Delta + \tau/2$. The numbers above are the case $\tau = 0.0002$, $\Delta = 0.0098$.

**Q:** Is that a statement about molecules?

**A:** It is a statement about real sequences. The sequence is chosen after $\tau$ and $\Delta$, and nothing says that a particular molecule and SCF algorithm produce it. What it rules out is an error guarantee that rests only on strict decrease, convergence and one small energy change.

```lean
/-- For every threshold `τ > 0` and every error size `Δ > 0` there are strictly decreasing
energies converging to `L` whose first drop is below `τ` while the remaining error exceeds `Δ`. -/
theorem no_safe_threshold (L : ℝ) {τ Δ : ℝ} (hτ : 0 < τ) (hΔ : 0 < Δ) :
    ∃ E : ℕ → ℝ, Tendsto E atTop (𝓝 L) ∧ (∀ n, 0 < energyDrop E n) ∧
      energyDrop E 0 < τ ∧ Δ < E 1 - L := by
  have hA : 0 < Δ + τ := by linarith
  -- choose the ratio so that the first drop is half the threshold
  obtain ⟨q, hq⟩ : ∃ q : ℝ, (Δ + τ) * q = Δ + τ / 2 :=
    ⟨(Δ + τ / 2) / (Δ + τ), mul_div_cancel₀ _ hA.ne'⟩
  have hq0 : 0 < q := by
    by_contra hneg
    nlinarith [mul_nonneg hA.le (neg_nonneg.2 (not_lt.1 hneg))]
  have hq1 : q < 1 := by
    by_contra hbig
    nlinarith [mul_nonneg hA.le (sub_nonneg.2 (not_lt.1 hbig))]
  obtain ⟨hlim, hdrop⟩ := geometric_witness L hA hq0 hq1
  refine ⟨fun n : ℕ => L + (Δ + τ) * q ^ n, hlim, fun n => (hdrop n).1, ?_, ?_⟩
  · simp only [energyDrop, zero_add, pow_zero, pow_one]
    linarith
  · simp only [pow_one]
    linarith

end MisleadingEnergyThreshold
```

```lean
#print axioms MisleadingEnergyThreshold.error_ge_ninetyNine_drops
#print axioms MisleadingEnergyThreshold.drop_le_of_error_le
#print axioms MisleadingEnergyThreshold.error_eq_iff_geometric
#print axioms MisleadingEnergyThreshold.no_safe_threshold
```

```
'MisleadingEnergyThreshold.error_ge_ninetyNine_drops' depends on axioms: [propext, Classical.choice, Quot.sound]
'MisleadingEnergyThreshold.drop_le_of_error_le' depends on axioms: [propext, Classical.choice, Quot.sound]
'MisleadingEnergyThreshold.error_eq_iff_geometric' depends on axioms: [propext, Classical.choice, Quot.sound]
'MisleadingEnergyThreshold.no_safe_threshold' depends on axioms: [propext, Classical.choice, Quot.sound]
```
